# With more than n + 1 phases in n composition coordinates, the overall composition never fixes strictly positive phase fractions

Let $m$ phases have given compositions in a space of $n$ independent composition coordinates, with $m > n+1$. If strictly positive fractions summing to one give the overall composition $x$, then a different set of strictly positive fractions, also summing to one, gives the same $x$. For phase compositions held fixed, a lever-rule calculation with that many phases present therefore needs information beyond the overall composition.

## Phases, compositions and fractions

```lean
import Mathlib

open Topology

namespace PhaseFractionCount

variable {ι κ : Type*} [Fintype ι] [Fintype κ]
```

The finite type `ι` labels the phases and `κ` labels the composition coordinates. Their sizes, `Fintype.card ι` and `Fintype.card κ`, are $m$ and $n$. For a system of $n+1$ components, the coordinates can be the mole fractions of all components but one, since the last follows from the others.

```lean
/-- The overall composition of a mixture: each coordinate is the sum over phases of
the phase fraction times the composition of that phase. -/
def mix (p : ι → κ → ℝ) (f : ι → ℝ) : κ → ℝ := fun k => ∑ i, f i * p i k
```

The argument `p : ι → κ → ℝ` is a table of numbers: `p i k` is coordinate $k$ of the composition of phase $i$, written $p_{ik}$ below. With fractions $f_i$, the definition reads
$$x_k = \sum_i f_i\,p_{ik}.$$
This is the lever rule as a material balance. Fractions and compositions must use the same basis, for instance moles for both. The entries $p_{ik}$ may be any real numbers, and two phases may share a composition.

```lean
/-- Fractions of phases that are all present: strictly positive and summing to one. -/
def PositiveFractions (f : ι → ℝ) : Prop := (∀ i, 0 < f i) ∧ ∑ i, f i = 1
```

`PositiveFractions f` says that $f_i > 0$ for every $i$ and $\sum_i f_i = 1$. Every listed phase is really present.

## Exchanges that leave the balances unchanged

```lean
/-- The balance map sends a list of phase amounts to its composition sum and its total. -/
def balance (p : ι → κ → ℝ) : (ι → ℝ) →ₗ[ℝ] (κ → ℝ) × ℝ where
  toFun f := (mix p f, ∑ i, f i)
  map_add' f g := by
    ext <;> simp [mix, add_mul, Finset.sum_add_distrib]
  map_smul' c f := by
    ext <;> simp [mix, Finset.mul_sum, mul_assoc]
```

This is the map
$$B(f) = \Big(\sum_i f_i\,p_{ik}\ \text{for each } k,\ \ \sum_i f_i\Big),$$
from $\mathbb{R}^m$ to $\mathbb{R}^n \times \mathbb{R}$. The arrow `→ₗ[ℝ]` means "real-linear map", and the last two fields verify that $B$ respects sums and multiples. A nonzero vector $d$ in its kernel is an exchange: some phases gain material and others lose it, while the overall composition and the total stay the same.

```lean
/-- The number of phases is at most the number of independent exchanges between phases that
conserve composition and total amount, plus the number of composition coordinates, plus one. -/
theorem card_le_exchanges (p : ι → κ → ℝ) :
    Fintype.card ι ≤
      Module.finrank ℝ (LinearMap.ker (balance p)) + (Fintype.card κ + 1) := by
  -- rank-nullity, with the rank bounded by the number of balance equations
  have h := (balance p).finrank_range_add_finrank_ker
  have h2 := Submodule.finrank_le (LinearMap.range (balance p))
  rw [Module.finrank_prod, Module.finrank_fintype_fun_eq_card, Module.finrank_self] at h2
  rw [Module.finrank_fintype_fun_eq_card] at h
  omega
```

By rank-nullity, $\dim\ker B + \operatorname{rank} B = m$. The target has dimension $n+1$, so $\operatorname{rank} B \le n+1$ and
$$m \le \dim\ker B + (n+1).$$
In the proof, `h` is rank-nullity and `h2` is the bound on the rank. The `rw` lines evaluate the dimensions, and `omega` does the integer arithmetic.

```lean
/-- With more than n + 1 phases in n composition coordinates, there is a nonzero exchange
between phases that changes neither the overall composition nor the total amount. -/
theorem exists_exchange (p : ι → κ → ℝ) (hm : Fintype.card κ + 1 < Fintype.card ι) :
    ∃ d : ι → ℝ, d ≠ 0 ∧ mix p d = 0 ∧ ∑ i, d i = 0 := by
  have hpos : 0 < Module.finrank ℝ (LinearMap.ker (balance p)) := by
    have := card_le_exchanges p
    omega
  have hker : LinearMap.ker (balance p) ≠ ⊥ := by
    intro h
    rw [h, finrank_bot] at hpos
    omega
  obtain ⟨d, hd, h0⟩ := Submodule.exists_mem_ne_zero_of_ne_bot hker
  have hd' : balance p d = 0 := LinearMap.mem_ker.mp hd
  exact ⟨d, h0, congrArg Prod.fst hd', congrArg Prod.snd hd'⟩
```

The hypothesis `hm` is $n+1 < m$. The previous inequality then gives $\dim\ker B \ge 1$, so the kernel contains some $d \neq 0$. The two components of $B(d) = 0$ are
$$\sum_i d_i\,p_{ik} = 0 \ \text{ for each } k, \qquad \sum_i d_i = 0.$$
Lean follows the same route: `hpos` is the positive dimension, `hker` says that the kernel is not the zero subspace, and the last line splits $B(d)=0$ into its components.

```lean
omit [Fintype κ] in
/-- Adding any multiple of an exchange with zero composition sum and zero total leaves the
overall composition and the sum of the fractions unchanged. -/
theorem exchange_conserves (p : ι → κ → ℝ) (f d : ι → ℝ) (t : ℝ)
    (hd : mix p d = 0) (hs : ∑ i, d i = 0) :
    mix p (fun i => f i + t * d i) = mix p f ∧
      ∑ i, (f i + t * d i) = ∑ i, f i := by
  constructor
  · funext k
    have h := congrFun hd k
    simp only [mix, Pi.zero_apply] at h
    simp only [mix, add_mul, mul_assoc, Finset.sum_add_distrib, ← Finset.mul_sum, h,
      mul_zero, add_zero]
  · simp only [Finset.sum_add_distrib, ← Finset.mul_sum, hs, mul_zero, add_zero]
```

For any real $t$,
$$\sum_i (f_i + t d_i)\,p_{ik} = \sum_i f_i\,p_{ik} + t\sum_i d_i\,p_{ik} = \sum_i f_i\,p_{ik},$$
and likewise $\sum_i (f_i + t d_i) = \sum_i f_i$. The `simp only` calls expand the sums, pull out $t$ and insert the two zeros. Positivity plays no part yet.

## A segment of admissible fractions

```lean
/-- With more than n + 1 phases in n composition coordinates, any strictly positive fractions
summing to one lie inside an open segment of such fractions with the same overall composition. -/
theorem exists_segment (p : ι → κ → ℝ) (hm : Fintype.card κ + 1 < Fintype.card ι)
    (f : ι → ℝ) (hf : PositiveFractions f) :
    ∃ d : ι → ℝ, d ≠ 0 ∧ ∃ ε > 0, ∀ t : ℝ, |t| < ε →
      PositiveFractions (fun i => f i + t * d i) ∧
        mix p (fun i => f i + t * d i) = mix p f := by
  obtain ⟨d, h0, hd, hs⟩ := exists_exchange p hm
  -- finitely many strict inequalities survive a small displacement
  have hev : ∀ᶠ t in 𝓝 (0 : ℝ), ∀ i, 0 < f i + t * d i := by
    rw [Filter.eventually_all]
    intro i
    have hc : Continuous fun t : ℝ => f i + t * d i := by fun_prop
    exact (isOpen_lt continuous_const hc).mem_nhds (by simpa using hf.1 i)
  obtain ⟨ε, hε, h⟩ := Metric.eventually_nhds_iff.mp hev
  refine ⟨d, h0, ε, hε, fun t ht => ?_⟩
  obtain ⟨hmix, hsum⟩ := exchange_conserves p f d t hd hs
  exact ⟨⟨h (by simpa [Real.dist_eq] using ht), hsum.trans hf.2⟩, hmix⟩
```

The statement gives one nonzero direction $d$ and one $\varepsilon > 0$ such that every $t$ with $|t| < \varepsilon$ yields positive fractions with the same overall composition. Since $t$ may have either sign, $f$ lies inside the segment.

By hand, $f_i + t d_i$ is continuous in $t$ and positive at $t = 0$, so it stays positive for small $|t|$. There are finitely many phases, so one bound serves them all. An explicit choice is
$$\varepsilon = \min_{i:\,d_i \neq 0} \frac{f_i}{|d_i|}.$$
The Lean proof uses the continuity argument. The notation `∀ᶠ t in 𝓝 0` means "for all $t$ close enough to 0", `Filter.eventually_all` reduces the claim to one phase at a time, and `Metric.eventually_nhds_iff` turns closeness into a definite $\varepsilon$.

```lean
/-- If more than n + 1 phases in n composition coordinates, with strictly positive fractions
summing to one, give overall composition x, then a different set of strictly positive
fractions summing to one gives the same x. -/
theorem fractions_not_unique (p : ι → κ → ℝ) (hm : Fintype.card κ + 1 < Fintype.card ι)
    (x : κ → ℝ) (f : ι → ℝ) (hf : PositiveFractions f) (hx : mix p f = x) :
    ∃ g : ι → ℝ, g ≠ f ∧ PositiveFractions g ∧ mix p g = x := by
  obtain ⟨d, h0, ε, hε, h⟩ := exists_segment p hm f hf
  -- take the point halfway to the end of the segment
  obtain ⟨hg, hmix⟩ := h (ε / 2) (by rw [abs_of_pos (half_pos hε)]; linarith)
  refine ⟨fun i => f i + ε / 2 * d i, fun heq => h0 ?_, hg, hmix.trans hx⟩
  funext i
  have hi : f i + ε / 2 * d i = f i := congrFun heq i
  have hz : ε / 2 * d i = 0 := by linarith
  exact (mul_eq_zero.mp hz).resolve_left (half_pos hε).ne'
```

This is the result stated at the start. Take $g_i = f_i + \tfrac{\varepsilon}{2} d_i$, a point on the segment. It has positive fractions, the correct sum and the same $x$. If $g = f$, then $\tfrac{\varepsilon}{2} d_i = 0$ for every $i$, so $d = 0$, which contradicts the choice of $d$. The function after `refine` is this $g$, and the remaining lines derive the contradiction.

For a numerical case, take $n = 1$ and three phases with compositions $0.2,\ 0.4,\ 0.8$. The fractions $f = (0.3, 0.3, 0.4)$ give
$$x = 0.06 + 0.12 + 0.32 = 0.5.$$
The exchange $d = (2, -3, 1)$ has total $0$ and composition sum $0.4 - 1.2 + 0.8 = 0$. The explicit formula gives $\varepsilon = 0.1$, and the halfway point $t = 0.05$ gives $g = (0.4, 0.15, 0.45)$, with
$$0.08 + 0.06 + 0.36 = 0.5.$$
Strict positivity matters: for the same three phases, the only nonnegative fractions summing to one that give $x = 0.2$ are $(1, 0, 0)$.

The smallest case is $n = 0$, a pure substance. With two phases present, such as a solid and its melt, composition says nothing about how much there is of each.

Gibbs' phase rule answers another question: how many intensive variables remain free when phases are in equilibrium. Here the compositions are given, and no chemical potential, temperature or pressure enters. The theorem neither assumes nor decides that $m$ phases can coexist at equilibrium.

## Following an exchange until a phase runs out

```lean
/-- If more than n + 1 phases in n composition coordinates, with strictly positive fractions
summing to one, give overall composition x, then x is also reached by nonnegative fractions
summing to one in which some phase is absent. -/
theorem exists_phase_absent (p : ι → κ → ℝ) (hm : Fintype.card κ + 1 < Fintype.card ι)
    (x : κ → ℝ) (f : ι → ℝ) (hf : PositiveFractions f) (hx : mix p f = x) :
    ∃ g : ι → ℝ, (∀ i, 0 ≤ g i) ∧ (∃ j, g j = 0) ∧ ∑ i, g i = 1 ∧ mix p g = x := by
  classical
  obtain ⟨d, h0, hd, hs⟩ := exists_exchange p hm
  -- a nonzero exchange with zero total consumes at least one phase
  have hneg : ∃ j, d j < 0 := by
    by_contra hcon
    have hnn : ∀ i, 0 ≤ d i := fun i => le_of_not_gt fun hi => hcon ⟨i, hi⟩
    apply h0
    funext i
    exact (Finset.sum_eq_zero_iff_of_nonneg (fun i _ => hnn i)).mp hs i (Finset.mem_univ i)
  obtain ⟨k, hk⟩ := hneg
  -- j is the consumed phase that runs out first
  obtain ⟨j, hj, hmin⟩ := (Finset.univ.filter fun i => d i < 0).exists_min_image
    (fun i => f i / -d i) ⟨k, by simpa using hk⟩
  have hdj : d j < 0 := (Finset.mem_filter.mp hj).2
  obtain ⟨t, ht⟩ : ∃ t, t = f j / -d j := ⟨_, rfl⟩
  have ht0 : 0 ≤ t := by
    rw [ht]
    exact div_nonneg (hf.1 j).le (by linarith)
  have htj : t * -d j = f j := by
    rw [ht]
    exact div_mul_cancel₀ _ (neg_pos.mpr hdj).ne'
  obtain ⟨hmix, hsum⟩ := exchange_conserves p f d t hd hs
  refine ⟨fun i => f i + t * d i, fun i => ?_, ⟨j, ?_⟩, hsum.trans hf.2, hmix.trans hx⟩
  · change 0 ≤ f i + t * d i
    by_cases hi : d i < 0
    · have hle : t ≤ f i / -d i := by
        rw [ht]
        exact hmin i (Finset.mem_filter.mpr ⟨Finset.mem_univ i, hi⟩)
      have hmul := (le_div_iff₀ (neg_pos.mpr hi)).mp hle
      linarith
    · exact add_nonneg (hf.1 i).le (mul_nonneg ht0 (not_lt.mp hi))
  · change f j + t * d j = 0
    linarith
```

The new fractions are only required to be nonnegative, and at least one of them is zero.

First, some $d_i$ is negative: if all were nonnegative, their zero total would force $d = 0$. Among the phases with $d_i < 0$, let $j$ be the one with the smallest ratio $f_i/(-d_i)$, and set
$$t = \frac{f_j}{-d_j}.$$
Then $f_j + t d_j = 0$. For any other phase with $d_i < 0$, the inequality $t \le f_i/(-d_i)$ gives $f_i + t d_i \ge 0$. Where $d_i \ge 0$, nothing is lost because $t \ge 0$. The total and the overall composition are conserved as before.

In Lean, `hneg` is the first step, `exists_min_image` finds $j$, and `by_cases` separates consumed phases from the others. In the numerical case only the second phase is consumed, so $t = 0.3/3 = 0.1$ and the fractions become $(0.5, 0, 0.5)$, which again give $x = 0.5$.

Repeating the step by hand gives a neighbouring result, Carathéodory's theorem for convex hulls. Discard the phases that have vanished; those left have strictly positive fractions, so the argument applies again as long as more than $n+1$ remain. Every mixture of the given phases can thus be matched in composition by one that uses at most $n+1$ of them.

## Why the count stops at n + 1

```lean
/-- The vertices of the standard simplex as phase compositions: the origin and the unit
vector along each composition coordinate. -/
def vertex [DecidableEq κ] (o : Option κ) (k : κ) : ℝ := if o = some k then 1 else 0
```

`Option κ` is `κ` with one extra element, `none`, so it labels $n+1$ phases. The phase `none` sits at the origin, and the phase `some k` sits at the unit vector along coordinate $k$. With mole fractions as coordinates, these are the pure components, `none` being the one whose mole fraction was left out.

```lean
/-- The n + 1 vertices of the standard simplex in n composition coordinates are phases for
which the overall composition determines the fractions summing to one. -/
theorem count_sharp [DecidableEq κ] :
    Fintype.card (Option κ) = Fintype.card κ + 1 ∧
      ∀ f g : Option κ → ℝ, ∑ o, f o = 1 → ∑ o, g o = 1 →
        mix vertex f = mix vertex g → f = g := by
  refine ⟨Fintype.card_option, fun f g hf hg h => ?_⟩
  -- each coordinate of the mixture reads off one fraction
  have key : ∀ (u : Option κ → ℝ) (k : κ), mix vertex u k = u (some k) := by
    intro u k
    simp [mix, vertex]
  have hsome : ∀ k, f (some k) = g (some k) := fun k => by
    rw [← key f k, ← key g k, h]
  have hsum : ∑ k, f (some k) = ∑ k, g (some k) :=
    Finset.sum_congr rfl fun k _ => hsome k
  rw [Fintype.sum_option] at hf hg
  funext o
  cases o with
  | none => linarith
  | some k => exact hsome k

end PhaseFractionCount
```

The first part counts the phases: there are exactly $n+1$. The second says that two lists of fractions, each summing to one and giving the same overall composition, are equal. Positivity is not needed.

By hand, coordinate $k$ of the mixture receives a contribution from one vertex only, so
$$f_{\text{some }k} = x_k, \qquad f_{\text{none}} = 1 - \sum_k x_k.$$
The step `key` is the first equation, and `Fintype.sum_option` splits the total to give the second. Hence $m > n+1$ cannot be weakened to $m \ge n+1$ for any $n$.

The theorem concerns these particular phases. Other sets of $n+1$ phases can still leave the fractions undetermined, as two phases of equal composition do when $n = 1$.

```lean
#print axioms PhaseFractionCount.fractions_not_unique
#print axioms PhaseFractionCount.exists_phase_absent
#print axioms PhaseFractionCount.count_sharp
```

```
'PhaseFractionCount.fractions_not_unique' depends on axioms: [propext, Classical.choice, Quot.sound]
'PhaseFractionCount.exists_phase_absent' depends on axioms: [propext, Classical.choice, Quot.sound]
'PhaseFractionCount.count_sharp' depends on axioms: [propext, Classical.choice, Quot.sound]
```
